# A family of fermionic modes extended by one orbital obeys the anticommutation relations exactly when the old family does and the string matrix is unitary and anticommutes with the old annihilators

Take a family of annihilation matrices `c i` on a finite-dimensional space and add one orbital, so that the old matrices become `c i ⊗ 1` and the new one is `P ⊗ f`, where `f` lowers the added orbital from occupied to empty. The theorem `addSite_isCAR_iff` says that the enlarged family obeys the canonical anticommutation relations exactly when the old family does, `P` is unitary, and `P` anticommutes with every `c i`. Nothing is assumed of `P` beforehand, and no Hamiltonian enters. The attempt proves the forward direction by reading off entries of the Kronecker products, and the converse by using unitarity to carry the anticommutation over to the adjoint of `P`.

The failing Lean file:

```lean
import Mathlib

open Matrix
open scoped Kronecker

namespace FermionicSiteAddition

noncomputable section

/-- The canonical anticommutation relations for a family of annihilation matrices. -/
structure IsCAR {n ι : Type*} [Fintype n] [DecidableEq n] [DecidableEq ι]
    (c : ι → Matrix n n ℂ) : Prop where
  anni : ∀ i j, c i * c j + c j * c i = 0
  mixed : ∀ i j, c i * (c j)ᴴ + (c j)ᴴ * c i = if i = j then 1 else 0

/-- The lowering matrix of a single orbital, in the basis (empty, occupied). -/
def lower : Matrix (Fin 2) (Fin 2) ℂ := !![0, 1; 0, 0]

/-- The parity `diag(1, -1)` of a single orbital. -/
def siteParity : Matrix (Fin 2) (Fin 2) ℂ := !![1, 0; 0, -1]

/-- The annihilation matrices after adding a site: the old ones become `c i ⊗ 1`, and the
new one (index `none`) is `P ⊗ f`. -/
def addSite {n ι : Type*} (c : ι → Matrix n n ℂ) (P : Matrix n n ℂ) :
    Option ι → Matrix (n × Fin 2) (n × Fin 2) ℂ
  | some i => c i ⊗ₖ (1 : Matrix (Fin 2) (Fin 2) ℂ)
  | none => P ⊗ₖ lower

/-- The adjoint of the lowering matrix is the raising matrix. -/
theorem lower_conjTranspose : lowerᴴ = !![0, 0; 1, 0] := by
  ext i j
  fin_cases i <;> fin_cases j <;> simp [lower]

/-- The algebra of one orbital: `f` squares to zero and obeys the anticommutation relation
with its adjoint, and `Z` is Hermitian, squares to one and anticommutes with `f`. -/
theorem site_relations :
    lower * lower = 0 ∧ lower * lowerᴴ + lowerᴴ * lower = 1 ∧ siteParityᴴ = siteParity ∧
      siteParity * siteParity = 1 ∧ siteParity * lower + lower * siteParity = 0 := by
  rw [lower_conjTranspose]
  refine ⟨?_, ?_, ?_, ?_, ?_⟩ <;> ext i j <;> fin_cases i <;> fin_cases j <;>
    simp [lower, siteParity, Matrix.mul_apply, Fin.sum_univ_succ]

variable {n ι : Type*} [Fintype n] [DecidableEq n]

/-- For an arbitrary matrix `P`, the enlarged family obeys the anticommutation relations
exactly when the old family does, `P` is unitary, and `P` anticommutes with every `c i`. -/
theorem addSite_isCAR_iff [DecidableEq ι] (c : ι → Matrix n n ℂ) (P : Matrix n n ℂ) :
    IsCAR (addSite c P) ↔ IsCAR c ∧ P * Pᴴ = 1 ∧ ∀ i, P * c i + c i * P = 0 := by
  constructor
  · -- read off one block of each Kronecker product
    intro h
    refine ⟨⟨fun i j => ?_, fun i j => ?_⟩, ?_, fun i => ?_⟩
    · have e := h.anni (some i) (some j)
      simp only [addSite, ← Matrix.mul_kronecker_mul, Matrix.mul_one] at e
      ext a b
      have := congrFun (congrFun e (a, 0)) (b, 0)
      simpa using this
    · have e := h.mixed (some i) (some j)
      simp only [addSite, Matrix.conjTranspose_kronecker, Matrix.conjTranspose_one,
        ← Matrix.mul_kronecker_mul, Matrix.mul_one] at e
      ext a b
      have := congrFun (congrFun e (a, 0)) (b, 0)
      by_cases hij : i = j <;> simpa [hij, Matrix.one_apply] using this
    · have e := h.mixed none none
      simp only [addSite, Matrix.conjTranspose_kronecker, ← Matrix.mul_kronecker_mul] at e
      ext a b
      have := congrFun (congrFun e (a, 0)) (b, 0)
      simpa [lower, Matrix.one_apply, Matrix.mul_apply, Fin.sum_univ_succ] using this
    · have e := h.anni none (some i)
      simp only [addSite, ← Matrix.mul_kronecker_mul, Matrix.mul_one, Matrix.one_mul] at e
      ext a b
      have := congrFun (congrFun e (a, 0)) (b, 1)
      simpa [lower] using this
  · rintro ⟨hc, hu, hp⟩
    obtain ⟨ff, ffd, -⟩ := site_relations
    have hu' : Pᴴ * P = 1 := mul_eq_one_comm.mp hu
    have hp' : ∀ i, c i * P + P * c i = 0 := fun i => by rw [add_comm]; exact hp i
    -- unitarity carries the anticommutation over to the adjoint of `P`
    have hq : ∀ i, Pᴴ * c i + c i * Pᴴ = 0 := fun i => by
      calc Pᴴ * c i + c i * Pᴴ
          = Pᴴ * c i * (P * Pᴴ) + (Pᴴ * P) * c i * Pᴴ := by
            rw [hu, hu', Matrix.mul_one, Matrix.one_mul]
        _ = Pᴴ * (P * c i + c i * P) * Pᴴ := by noncomm_ring
        _ = 0 := by rw [hp, Matrix.mul_zero, Matrix.zero_mul]
    have hq' : ∀ i, c i * Pᴴ + Pᴴ * c i = 0 := fun i => by rw [add_comm]; exact hq i
    have hr : ∀ i, P * (c i)ᴴ + (c i)ᴴ * P = 0 := fun i => by
      have := congrArg Matrix.conjTranspose (hq i)
      rw [add_comm]
      simpa using this
    refine ⟨?_, ?_⟩
    · rintro (_ | i) (_ | j) <;>
        simp only [addSite, ← Matrix.mul_kronecker_mul, Matrix.mul_one, Matrix.one_mul, ff,
          Matrix.kronecker_zero, add_zero, ← Matrix.add_kronecker, hp, hp', hc.anni,
          Matrix.zero_kronecker]
    · rintro (_ | i) (_ | j)
      · simp only [addSite, Matrix.conjTranspose_kronecker, ← Matrix.mul_kronecker_mul, hu,
          hu', ← Matrix.kronecker_add, ffd, Matrix.one_kronecker_one, if_true]
      · simp [addSite, Matrix.conjTranspose_kronecker, ← Matrix.mul_kronecker_mul,
          ← Matrix.add_kronecker, hr]
      · simp [addSite, Matrix.conjTranspose_kronecker, ← Matrix.mul_kronecker_mul,
          ← Matrix.add_kronecker, hq']
      · simp only [addSite, Matrix.conjTranspose_kronecker, Matrix.conjTranspose_one,
          ← Matrix.mul_kronecker_mul, Matrix.mul_one, ← Matrix.add_kronecker, hc.mixed]
        by_cases hij : i = j <;> simp [hij]

end

end FermionicSiteAddition
```

The compiler's answer:

```
Main.lean:68:6: error: Type mismatch: After simplification, term
  this
 has type
  (∑ j, P a j * (starRingEnd ℂ) (P b j)) * (![0, 1] ᵥ* !![0, 1; 0, 0]ᴴ) 0 = if a = b then 1 else 0
but is expected to have type
  ∑ j, P a j * (starRingEnd ℂ) (P b j) = if a = b then 1 else 0
```

What went wrong. The error comes in the forward direction, where the new orbital's relation with its own adjoint should give `P * Pᴴ = 1`. The proof takes the entry with the added orbital empty on both sides, where `lower * lowerᴴ` has the value 1. After simplification the hypothesis has the right sum over `P`, but it is still multiplied by `(![0, 1] ᵥ* !![0, 1; 0, 0]ᴴ) 0`. That factor equals 1, but `simpa` has unfolded `lower` and left the conjugate transpose of the explicit matrix unevaluated, so the hypothesis does not match the goal.

The added line, `rw [lower_conjTranspose] at e`, uses the lemma already proved in the file to replace `lowerᴴ` by `!![0, 0; 1, 0]` before the entry is taken. The simplifier then has only explicit matrices to multiply on the added orbital. It reduces the factor to 1, and what remains is the required entry of `P * Pᴴ = 1`.

This version goes through:

```diff
@@ -64,4 +64,5 @@
     · have e := h.mixed none none
       simp only [addSite, Matrix.conjTranspose_kronecker, ← Matrix.mul_kronecker_mul] at e
+      rw [lower_conjTranspose] at e
       ext a b
       have := congrFun (congrFun e (a, 0)) (b, 0)
```
